# The Young symmetriser with a single label in the second row is not zero

For a finite set of particle labels and two different labels `p` and `q`, the theorem `youngSym_ne_zero` states that the product c = ab is not zero in the integer group algebra of the permutations. Here a is the sum of all permutations that fix `q`, and b is the identity minus the exchange of `p` and `q`, both without normalising factors. This c is the Young symmetriser of the tableau that has `q` alone in its second row, below `p`. The proof supposes c = 0 and lets the permutations act on integer-valued functions of the label. Applied to the indicator function of `q` and evaluated at `q`, c gives the number of permutations that fix `q`, which is positive, and this contradicts c = 0.

The first attempt, which Lean rejects:

```lean
import Mathlib

open Finset
open scoped Nat

namespace YoungSymNeZero

noncomputable section

variable {α : Type*} [Fintype α] [DecidableEq α]

/-- A permutation of the particle labels, regarded as an element of the integer group algebra. -/
def permOp : Equiv.Perm α →* MonoidAlgebra ℤ (Equiv.Perm α) :=
  MonoidAlgebra.of ℤ (Equiv.Perm α)

/-- The row symmetriser `a`: the sum of all permutations that fix the label `q`. -/
def rowSym (q : α) : MonoidAlgebra ℤ (Equiv.Perm α) :=
  ∑ g : Equiv.Perm α with g q = q, permOp g

/-- The column antisymmetriser `b = e - (p q)`. -/
def colAnti (p q : α) : MonoidAlgebra ℤ (Equiv.Perm α) :=
  1 - permOp (Equiv.swap p q)

/-- The product `c = a b` of row symmetriser and column antisymmetriser. For `p ≠ q` it is the
Young symmetriser of the tableau with `q` alone in the second row, below `p`. -/
def youngSym (p q : α) : MonoidAlgebra ℤ (Equiv.Perm α) :=
  rowSym q * colAnti p q

/-- For `p ≠ q` the Young symmetriser is not zero. -/
theorem youngSym_ne_zero {p q : α} (hpq : p ≠ q) : youngSym p q ≠ 0 := by
  intro h0
  -- let permutations act on functions of the label
  obtain ⟨φ, hφ⟩ : ∃ φ : Equiv.Perm α →* Module.End ℤ (α → ℤ),
      ∀ g f x, φ g f x = f (g⁻¹ x) :=
    ⟨{ toFun := fun g => LinearMap.funLeft ℤ ℤ (g⁻¹ : Equiv.Perm α)
       map_one' := LinearMap.ext fun _ => rfl
       map_mul' := fun _ _ => LinearMap.ext fun _ => rfl }, fun _ _ _ => rfl⟩
  obtain ⟨L, hL⟩ : ∃ L : MonoidAlgebra ℤ (Equiv.Perm α) →ₐ[ℤ] Module.End ℤ (α → ℤ),
      ∀ g, L (permOp g) = φ g :=
    ⟨MonoidAlgebra.lift _ _ _ φ, fun g => by simp [permOp]⟩
  -- evaluate the action of c on the indicator function of q at the label q
  have h1 : L (youngSym p q) (Pi.single q 1) q
      = ∑ h : Equiv.Perm α with h q = q, (1 : ℤ) := by
    rw [youngSym, map_mul, Module.End.mul_apply, rowSym, map_sum, LinearMap.sum_apply,
      Finset.sum_apply]
    refine Finset.sum_congr rfl fun h hh => ?_
    have hq : h⁻¹ q = q := Equiv.Perm.inv_eq_iff_eq.2 (Finset.mem_filter.1 hh).2.symm
    rw [hL, hφ, hq, colAnti, map_sub, map_one, hL, LinearMap.sub_apply, Pi.sub_apply, hφ,
      Equiv.swap_inv, Equiv.swap_apply_right, Module.End.one_apply, Pi.single_eq_same,
      Pi.single_eq_of_ne hpq, sub_zero]
  rw [h0, map_zero, LinearMap.zero_apply, Pi.zero_apply] at h1
  have h2 : 0 < ∑ h : Equiv.Perm α with h q = q, (1 : ℤ) :=
    Finset.sum_pos (fun _ _ => one_pos) ⟨1, by simp⟩
  exact h2.ne h1

end

end YoungSymNeZero
```

Messages:

```
Main.lean:33:10: error: unexpected token 'φ'; expected '⟩'
```

Cause. The message is a parse error at the first `φ` of the proof, in `obtain ⟨φ, hφ⟩`. The file has `open scoped Nat`, which switches on Mathlib's notation `φ` for Euler's totient function `Nat.totient`. From then on `φ` by itself is a reserved token and no longer an identifier, so it can't serve as the name of a new variable. After `⟨` the parser could accept a pattern or the closing bracket, and the token `φ` starts no pattern, hence "expected '⟩'".

The diff renames the homomorphism to `ρ`, which is not reserved here, both where it is introduced and wherever it is used. The steps of the proof stay as they were. The change from `hφ` to `hρ` is mere tidying, because `hφ` is read as one longer identifier and doesn't clash with the notation.

This version goes through:

```diff
@@ -31,12 +31,12 @@
   intro h0
   -- let permutations act on functions of the label
-  obtain ⟨φ, hφ⟩ : ∃ φ : Equiv.Perm α →* Module.End ℤ (α → ℤ),
-      ∀ g f x, φ g f x = f (g⁻¹ x) :=
+  obtain ⟨ρ, hρ⟩ : ∃ ρ : Equiv.Perm α →* Module.End ℤ (α → ℤ),
+      ∀ g f x, ρ g f x = f (g⁻¹ x) :=
     ⟨{ toFun := fun g => LinearMap.funLeft ℤ ℤ (g⁻¹ : Equiv.Perm α)
        map_one' := LinearMap.ext fun _ => rfl
        map_mul' := fun _ _ => LinearMap.ext fun _ => rfl }, fun _ _ _ => rfl⟩
   obtain ⟨L, hL⟩ : ∃ L : MonoidAlgebra ℤ (Equiv.Perm α) →ₐ[ℤ] Module.End ℤ (α → ℤ),
-      ∀ g, L (permOp g) = φ g :=
-    ⟨MonoidAlgebra.lift _ _ _ φ, fun g => by simp [permOp]⟩
+      ∀ g, L (permOp g) = ρ g :=
+    ⟨MonoidAlgebra.lift _ _ _ ρ, fun g => by simp [permOp]⟩
   -- evaluate the action of c on the indicator function of q at the label q
   have h1 : L (youngSym p q) (Pi.single q 1) q
@@ -46,5 +46,5 @@
     refine Finset.sum_congr rfl fun h hh => ?_
     have hq : h⁻¹ q = q := Equiv.Perm.inv_eq_iff_eq.2 (Finset.mem_filter.1 hh).2.symm
-    rw [hL, hφ, hq, colAnti, map_sub, map_one, hL, LinearMap.sub_apply, Pi.sub_apply, hφ,
+    rw [hL, hρ, hq, colAnti, map_sub, map_one, hL, LinearMap.sub_apply, Pi.sub_apply, hρ,
       Equiv.swap_inv, Equiv.swap_apply_right, Module.End.one_apply, Pi.single_eq_same,
       Pi.single_eq_of_ne hpq, sub_zero]
```
